# Every row of a density matrix in a finite orthonormal basis has at most \(1/(4\tau^2)\) off-diagonal entries of modulus \(\tau\) or more

## Occupations between zero and one

Let \(P\) be a one-particle density matrix in a finite orthonormal basis of \(N\) spin orbitals. It is a complex matrix with entries \(P_{ij}\), and its eigenvalues are occupation numbers between 0 and 1. In a spin-summed closed-shell calculation, \(P\) is half the usual density matrix.

In Lean the basis functions are labelled by a finite type `n`, so \(N\) is `Fintype.card n`. The scope `ComplexOrder` gives \(0 \le z\) its meaning for complex \(z\): the real part is nonnegative and the imaginary part is zero.

```lean
import Mathlib

open Matrix Finset
open scoped ComplexOrder

namespace GaplessDensitySparsity

noncomputable section

variable {n : Type*} [Fintype n] [DecidableEq n]
```

The limits on the occupations enter as two conditions. \(P\) is positive semidefinite, so no orbital has a negative occupation. \(1-P\) is positive semidefinite, so no orbital holds more than one electron, which is the Pauli principle. In Mathlib, `PosSemidef` includes Hermiticity.

```lean
/-- A one-particle density matrix in an orthonormal basis: both `P` (particles) and
`1 - P` (holes) are positive semidefinite. -/
structure IsDensityMatrix (P : Matrix n n ℂ) : Prop where
  particle : P.PosSemidef
  hole : (1 - P).PosSemidef
```

No Hamiltonian appears, and therefore no gap and no temperature. Fractional occupations are allowed, so the Fermi–Dirac density matrix of a metal qualifies, as does the one-particle density matrix of a correlated state. The orthonormal basis is essential to the reading: with overlapping atomic orbitals, the conditions hold for the density matrix after orthogonalisation, and the entries counted are those of that matrix.

For a real threshold \(\tau\), the partners of \(i\) are the indices \(j \neq i\) with \(|P_{ij}| \ge \tau\). Entries exactly at the threshold are kept.

```lean
/-- The off-diagonal positions in row `i` whose entries have modulus at least `τ`. -/
def retainedPartners (P : Matrix n n ℂ) (τ : ℝ) (i : n) : Finset n :=
  univ.filter (fun j => j ≠ i ∧ τ ≤ ‖P i j‖)
```

The count for the whole matrix includes the diagonal and treats \((i,j)\) and \((j,i)\) as separate positions.

```lean
/-- All positions, diagonal ones included, whose entries have modulus at least `τ`. -/
def retainedEntries (P : Matrix n n ℂ) (τ : ℝ) : Finset (n × n) :=
  univ.filter (fun p => τ ≤ ‖P p.1 p.2‖)
```

## The matrix \(P-P^2\) is positive semidefinite

Expanding the products gives

\[
P(1-P)P + (1-P)P(1-P) = (P^2-P^3) + (P-2P^2+P^3) = P-P^2 .
\]

Each term on the left has the form \(A^\dagger X A\) with \(X\) positive semidefinite and \(A\) Hermitian. For any vector \(v\), \(v^\dagger A^\dagger X A v = (Av)^\dagger X (Av) \ge 0\), so both terms are positive semidefinite, and so is their sum.

```lean
/-- For a density matrix `P`, the matrix `P - P²` is positive semidefinite. -/
theorem sub_sq_posSemidef {P : Matrix n n ℂ} (h : IsDensityMatrix P) :
    (P - P * P).PosSemidef := by
  -- split into a hole part seen by particles and a particle part seen by holes
  have e : P - P * P = Pᴴ * (1 - P) * P + (1 - P)ᴴ * P * (1 - P) := by
    rw [h.particle.isHermitian.eq, h.hole.isHermitian.eq]
    noncomm_ring
  rw [e]
  exact (h.hole.conjTranspose_mul_mul_same P).add
    (h.particle.conjTranspose_mul_mul_same (1 - P))
```

The identity `e` is written with conjugate transposes, to match the form \(A^\dagger X A\). Hermiticity removes them, and `noncomm_ring` does the expansion. No diagonalisation is needed.

## The occupation bounds the weight of a row

A positive semidefinite matrix has a nonnegative diagonal. Since \(P_{ji} = \overline{P_{ij}}\),

\[
0 \le (P-P^2)_{ii} = P_{ii} - \sum_j P_{ij}P_{ji} = P_{ii} - \sum_j |P_{ij}|^2 .
\]

Hence \(\sum_j |P_{ij}|^2 \le n_i\), where \(n_i = P_{ii}\) is the occupation of basis function \(i\).

```lean
/-- The squared moduli in row `i` of a density matrix sum to at most the occupation `P i i`. -/
theorem row_weight_le {P : Matrix n n ℂ} (h : IsDensityMatrix P) (i : n) :
    ∑ j, ‖P i j‖ ^ 2 ≤ (P i i).re := by
  have hd : 0 ≤ (P - P * P) i i := (sub_sq_posSemidef h).diag_nonneg
  have hre := (Complex.le_def.1 hd).1
  have hs : ∀ j, (P i j * P j i).re = ‖P i j‖ ^ 2 := by
    intro j
    have hj : P j i = star (P i j) := (h.particle.isHermitian.apply j i).symm
    rw [hj, ← starRingEnd_apply, Complex.mul_conj, Complex.ofReal_re,
      Complex.normSq_eq_norm_sq]
  simp only [Matrix.sub_apply, Matrix.mul_apply, Complex.sub_re, Complex.re_sum,
    Complex.zero_re, hs] at hre
  linarith
```

The occupation is written `(P i i).re`, because matrix entries have complex type. The step `hs` turns \(P_{ij}P_{ji}\) into \(|P_{ij}|^2\).

Taking the diagonal term \(|P_{ii}|^2 = n_i^2\) out of the sum leaves

\[
\sum_{j\ne i}|P_{ij}|^2 \le n_i - n_i^2 = n_i(1-n_i).
\]

If a basis function is completely full or completely empty, all off-diagonal entries in its row are therefore zero.

```lean
/-- The off-diagonal weight in row `i` of a density matrix is at most `nᵢ (1 - nᵢ)`,
where `nᵢ` is the occupation of basis function `i`. -/
theorem offdiag_weight_le {P : Matrix n n ℂ} (h : IsDensityMatrix P) (i : n) :
    ∑ j ∈ univ.erase i, ‖P i j‖ ^ 2 ≤ (P i i).re * (1 - (P i i).re) := by
  have hrow := row_weight_le h i
  have hsplit : ‖P i i‖ ^ 2 + ∑ j ∈ univ.erase i, ‖P i j‖ ^ 2 = ∑ j, ‖P i j‖ ^ 2 :=
    Finset.add_sum_erase univ (fun j => ‖P i j‖ ^ 2) (mem_univ i)
  have hdiag : (P i i).re ^ 2 ≤ ‖P i i‖ ^ 2 := by
    rw [Complex.sq_norm, Complex.normSq_apply]
    nlinarith [mul_self_nonneg (P i i).im]
  nlinarith
```

Here `univ.erase i` is the set of all indices except \(i\), and `hsplit` separates off the diagonal term. The proof uses only \(n_i^2 \le |P_{ii}|^2\), which is the direction needed.

## At most \(1/(4\tau^2)\) partners per row

Let \(K_i\) be the number of partners of \(i\), and let \(\tau > 0\). Each partner contributes at least \(\tau^2\) to the off-diagonal weight, so

\[
K_i\tau^2 \le \sum_{j\neq i}|P_{ij}|^2 \le n_i(1-n_i) = \tfrac14 - \left(n_i-\tfrac12\right)^2 \le \tfrac14 .
\]

Dividing by \(\tau^2\) gives \(K_i \le 1/(4\tau^2)\).

```lean
/-- For a density matrix and a threshold `τ > 0`, every row has at most `1 / (4 τ²)`
off-diagonal entries of modulus at least `τ`. -/
theorem card_retainedPartners_le {P : Matrix n n ℂ} (h : IsDensityMatrix P)
    {τ : ℝ} (hτ : 0 < τ) (i : n) :
    ((retainedPartners P τ i).card : ℝ) ≤ 1 / (4 * τ ^ 2) := by
  -- every retained entry uses up at least `τ²` of the off-diagonal weight
  have hcount : ((retainedPartners P τ i).card : ℝ) * τ ^ 2
      ≤ ∑ j ∈ univ.erase i, ‖P i j‖ ^ 2 := by
    calc ((retainedPartners P τ i).card : ℝ) * τ ^ 2
        = ∑ _j ∈ retainedPartners P τ i, τ ^ 2 := by
          rw [Finset.sum_const, nsmul_eq_mul]
      _ ≤ ∑ j ∈ retainedPartners P τ i, ‖P i j‖ ^ 2 :=
          Finset.sum_le_sum fun j hj =>
            pow_le_pow_left₀ hτ.le (Finset.mem_filter.1 hj).2.2 2
      _ ≤ ∑ j ∈ univ.erase i, ‖P i j‖ ^ 2 :=
          Finset.sum_le_sum_of_subset_of_nonneg
            (fun j hj => Finset.mem_erase.2 ⟨(Finset.mem_filter.1 hj).2.1, mem_univ j⟩)
            (fun j _ _ => sq_nonneg _)
  have hw := offdiag_weight_le h i
  rw [le_div_iff₀ (by positivity)]
  nlinarith [sq_nonneg ((P i i).re - 1 / 2)]
```

The `calc` block inside `hcount` is the first inequality: it writes \(K_i\tau^2\) as a sum of constants, compares term by term, and then enlarges the index set. The last line supplies the square \((n_i-\tfrac12)^2\).

Both semidefiniteness conditions are used. Positivity of \(P\) alone would not be enough: the matrix whose entries all equal \(\tau\) is positive semidefinite, yet each of its rows has \(N-1\) partners, however large \(N\) is.

## Linear growth of the retained matrix

Each row has its partners and at most one retained diagonal entry. Let \(K\) be the number of retained entries in the whole matrix. Then

\[
K \le \sum_i (K_i+1) \le N\left(1+\frac{1}{4\tau^2}\right).
\]

At fixed \(\tau\) this bound is linear in \(N\). For linear-scaling electronic structure methods it means that a thresholded density matrix in a finite orthonormal basis needs at most linear storage, even for a metal.

```lean
/-- For `τ > 0`, a density matrix over `N` basis functions has at most `N (1 + 1 / (4 τ²))`
entries of modulus at least `τ`. -/
theorem card_retainedEntries_le {P : Matrix n n ℂ} (h : IsDensityMatrix P)
    {τ : ℝ} (hτ : 0 < τ) :
    ((retainedEntries P τ).card : ℝ) ≤ Fintype.card n * (1 + 1 / (4 * τ ^ 2)) := by
  -- count row by row, allowing one diagonal entry in each row
  have hrow : ∀ i, (univ.filter (fun j => τ ≤ ‖P i j‖)).card
      ≤ (retainedPartners P τ i).card + 1 := by
    intro i
    refine (Finset.card_le_card ?_).trans (Finset.card_insert_le i _)
    intro j hj
    by_cases hji : j = i
    · exact Finset.mem_insert.2 (Or.inl hji)
    · exact Finset.mem_insert_of_mem
        (Finset.mem_filter.2 ⟨mem_univ j, hji, (Finset.mem_filter.1 hj).2⟩)
  have hsum : (retainedEntries P τ).card
      = ∑ i, (univ.filter (fun j => τ ≤ ‖P i j‖)).card := by
    simp only [retainedEntries, Finset.card_filter, Fintype.sum_prod_type]
  rw [hsum, Nat.cast_sum]
  calc ∑ i, ((univ.filter (fun j => τ ≤ ‖P i j‖)).card : ℝ)
      ≤ ∑ _i : n, (1 + 1 / (4 * τ ^ 2)) := by
        refine Finset.sum_le_sum fun i _ => ?_
        have h1 : ((univ.filter (fun j => τ ≤ ‖P i j‖)).card : ℝ)
            ≤ (retainedPartners P τ i).card + 1 := by exact_mod_cast hrow i
        linarith [card_retainedPartners_le h hτ i]
    _ = Fintype.card n * (1 + 1 / (4 * τ ^ 2)) := by
        rw [Finset.sum_const, nsmul_eq_mul, Finset.card_univ]
```

In the proof, `hsum` splits the count over pairs into rows, and `hrow` allows for the diagonal entry.

The row weights also give a bound by \(\operatorname{Tr}P\), which is the number of electrons in a spin-orbital basis and half that number in the closed-shell convention:

\[
K\tau^2 \le \sum_{i}\sum_j |P_{ij}|^2 \le \sum_i n_i = \operatorname{Tr}P .
\]

This is the smaller of the two bounds when \(\operatorname{Tr}P < N(\tau^2+\tfrac14)\), for example with few electrons in a large basis.

```lean
/-- For `τ > 0`, the number of entries of a density matrix with modulus at least `τ` is at most
`Tr P` divided by `τ²`. In a spin-orbital basis `Tr P` is the number of electrons. -/
theorem card_retainedEntries_le_electrons {P : Matrix n n ℂ} (h : IsDensityMatrix P)
    {τ : ℝ} (hτ : 0 < τ) :
    ((retainedEntries P τ).card : ℝ) ≤ P.trace.re / τ ^ 2 := by
  rw [le_div_iff₀ (by positivity)]
  calc ((retainedEntries P τ).card : ℝ) * τ ^ 2
      = ∑ _p ∈ retainedEntries P τ, τ ^ 2 := by rw [Finset.sum_const, nsmul_eq_mul]
    _ ≤ ∑ p ∈ retainedEntries P τ, ‖P p.1 p.2‖ ^ 2 :=
        Finset.sum_le_sum fun p hp =>
          pow_le_pow_left₀ hτ.le (Finset.mem_filter.1 hp).2 2
    _ ≤ ∑ p : n × n, ‖P p.1 p.2‖ ^ 2 :=
        Finset.sum_le_sum_of_subset_of_nonneg (Finset.subset_univ _)
          (fun p _ _ => sq_nonneg _)
    _ = ∑ i, ∑ j, ‖P i j‖ ^ 2 := Fintype.sum_prod_type _
    _ ≤ ∑ i, (P i i).re := Finset.sum_le_sum fun i _ => row_weight_le h i
    _ = P.trace.re := by simp only [Matrix.trace, Matrix.diag_apply, Complex.re_sum]
```

In McWeeny purification, one way of computing a density matrix, the Hamiltonian is first mapped linearly to a matrix with spectrum in \([0,1]\), and the step \(P \mapsto 3P^2-2P^3\) is then repeated. This polynomial maps \([0,1]\) into itself, so without truncation every iterate satisfies both conditions and obeys the row bound. A sparse implementation can drop the entries below \(\tau\) after each step and store the rest row by row, as column indices and values. If the matrix being truncated satisfies both conditions, then with \(N = 10^4\) and \(\tau = 10^{-2}\) a row keeps at most 2500 of its 9999 off-diagonal entries. With \(\tau = 10^{-3}\) the bound is 250,000, which says nothing at this size. Truncation can also push eigenvalues outside \([0,1]\), and the bound need not apply to a matrix for which that has happened.

## An orbital that reaches the bound

The density matrix of a single Slater determinant is a projector: \(P^\dagger = P\) and \(P^2 = P\). Then \(P = P^\dagger P\) is positive semidefinite. The matrix \(1-P\) is also a Hermitian projector, since \((1-P)^2 = 1-2P+P^2 = 1-P\), so the same argument applies to it.

```lean
/-- Every Hermitian idempotent matrix is a density matrix. -/
theorem isDensityMatrix_of_projector {P : Matrix n n ℂ} (hP : P.IsHermitian)
    (hid : P * P = P) : IsDensityMatrix P := by
  constructor
  · have h := posSemidef_conjTranspose_mul_self P
    rwa [hP.eq, hid] at h
  · have h := posSemidef_conjTranspose_mul_self (1 - P)
    have e : (1 - P) * (1 - P) = 1 - P := by
      calc (1 - P) * (1 - P) = 1 - P - P + P * P := by noncomm_ring
        _ = 1 - P := by rw [hid]; abel
    rwa [conjTranspose_sub, conjTranspose_one, hP.eq, e] at h
```

Now take one electron on \(m+1\) sites, with \(m \ge 1\). Half of its weight sits on a hub, site 0, and the other half is spread evenly over the remaining \(m\) sites:

\[
c_0 = \frac{1}{\sqrt2}, \qquad c_j = \frac{1}{\sqrt{2m}} \quad (j\neq0).
\]

```lean
/-- Amplitudes of an orbital with weight `1/2` on a hub site `0` and weight `1/(2m)` on each
of `m` other sites, for `m ≥ 1`. -/
def hubOrbital (m : ℕ) (i : Fin (m + 1)) : ℝ :=
  if i = 0 then √(1 / 2) else √(1 / (2 * m))
```

The density matrix of this orbital has entries \(P_{ij} = c_i c_j\).

```lean
/-- The matrix of products of hub-orbital amplitudes, for `m ≥ 1`. -/
def hubDensity (m : ℕ) : Matrix (Fin (m + 1)) (Fin (m + 1)) ℂ :=
  Matrix.of fun i j => ((hubOrbital m i * hubOrbital m j : ℝ) : ℂ)
```

The orbital is normalised, because \(\tfrac12 + m\cdot\tfrac{1}{2m} = 1\). It follows that

\[
(P^2)_{ij} = c_i\Big(\sum_k c_k^2\Big)c_j = c_ic_j = P_{ij},
\]

so \(P\) is a projector. In the hub row, every off-diagonal entry equals

\[
P_{0j} = \frac{1}{\sqrt2}\cdot\frac{1}{\sqrt{2m}} = \frac{1}{2\sqrt m}.
\]

At the threshold \(\tau = 1/(2\sqrt m)\) all \(m\) of them are retained, and \(1/(4\tau^2) = m\). The row bound is attained for every \(m \ge 1\), so its constant \(\tfrac14\) cannot be lowered.

```lean
/-- For `m ≥ 1` the hub matrix is a density matrix, and at the threshold `τ = 1/(2√m)` its hub
row has exactly `m = 1/(4 τ²)` off-diagonal entries of modulus at least `τ`. -/
theorem row_bound_sharp (m : ℕ) (hm : 1 ≤ m) :
    IsDensityMatrix (hubDensity m) ∧
    (retainedPartners (hubDensity m) (1 / (2 * √(m : ℝ))) 0).card = m ∧
    (m : ℝ) = 1 / (4 * (1 / (2 * √(m : ℝ))) ^ 2) := by
  have hm0 : (0 : ℝ) < m := by exact_mod_cast hm
  have hτ : (1 / (2 * √(m : ℝ))) ^ 2 = 1 / (4 * m) := by
    rw [div_pow, mul_pow, Real.sq_sqrt hm0.le]
    norm_num
  -- the orbital is normalised, so its matrix is a projector
  have hnorm : ∑ k, hubOrbital m k * hubOrbital m k = 1 := by
    have h0 : hubOrbital m 0 * hubOrbital m 0 = 1 / 2 := by
      rw [hubOrbital, if_pos rfl, Real.mul_self_sqrt (by norm_num)]
    have h1 : ∀ k : Fin m, hubOrbital m k.succ * hubOrbital m k.succ = 1 / (2 * m) := by
      intro k
      rw [hubOrbital, if_neg (Fin.succ_ne_zero k), Real.mul_self_sqrt (by positivity)]
    rw [Fin.sum_univ_succ, h0, Finset.sum_congr rfl (fun k _ => h1 k), Finset.sum_const,
      nsmul_eq_mul, Finset.card_univ, Fintype.card_fin]
    have hmul : (m : ℝ) * (1 / (2 * m)) = 1 / 2 := by
      rw [mul_one_div, div_eq_div_iff (by positivity) (by norm_num)]
      ring
    rw [hmul]
    norm_num
  refine ⟨isDensityMatrix_of_projector ?_ ?_, ?_, ?_⟩
  · refine Matrix.IsHermitian.ext fun i j => ?_
    simp only [hubDensity, Matrix.of_apply]
    rw [← starRingEnd_apply, Complex.conj_ofReal, mul_comm]
  · ext i j
    have h : ∑ k, (hubOrbital m i * hubOrbital m k) * (hubOrbital m k * hubOrbital m j)
        = hubOrbital m i * hubOrbital m j := by
      calc _ = hubOrbital m i * hubOrbital m j * ∑ k, hubOrbital m k * hubOrbital m k := by
            rw [Finset.mul_sum]
            exact Finset.sum_congr rfl fun k _ => by ring
        _ = _ := by rw [hnorm, mul_one]
    simp only [hubDensity, Matrix.mul_apply, Matrix.of_apply]
    exact_mod_cast h
  · -- every off-diagonal entry of the hub row reaches the threshold
    have hentry : ∀ j : Fin (m + 1), j ≠ 0 →
        1 / (2 * √(m : ℝ)) ≤ ‖hubDensity m 0 j‖ := by
      intro j hj
      simp only [hubDensity, Matrix.of_apply, hubOrbital, if_true, if_neg hj]
      rw [Complex.norm_real, Real.norm_eq_abs, abs_of_nonneg (by positivity),
        ← Real.sqrt_mul (by norm_num), Real.le_sqrt' (by positivity), hτ]
      apply le_of_eq
      ring
    have hset : retainedPartners (hubDensity m) (1 / (2 * √(m : ℝ))) 0 = univ.erase 0 := by
      ext j
      simp only [retainedPartners, Finset.mem_filter, Finset.mem_univ, true_and,
        Finset.mem_erase, and_true]
      exact ⟨fun h => h.1, fun hj => ⟨hj, hentry j hj⟩⟩
    rw [hset, Finset.card_erase_of_mem (mem_univ _), Finset.card_univ, Fintype.card_fin,
      Nat.add_sub_cancel]
  · rw [hτ, eq_div_iff (by positivity), mul_one_div, mul_div_assoc']
    rw [div_eq_iff (by positivity)]
    ring

end

end GaplessDensitySparsity
```

The three parts of the statement are the density-matrix property, the count in the hub row, and the equality of that count with the bound. In the proof, `hnorm` is the normalisation, `hentry` shows that the hub entries reach the threshold, and `hset` identifies the partners with all sites other than the hub.

The counting theorems do not locate the retained entries, and they do not guarantee that the error made by discarding the others is small. The hub orbital gives an example of a large error. For \(m \ge 2\) and a threshold just above \(1/(2\sqrt m)\), only the diagonal entry \(P_{00} = \tfrac12\) survives, and half of the electron is lost.

```lean
#print axioms GaplessDensitySparsity.card_retainedEntries_le
#print axioms GaplessDensitySparsity.card_retainedEntries_le_electrons
#print axioms GaplessDensitySparsity.row_bound_sharp
```

```
'GaplessDensitySparsity.card_retainedEntries_le' depends on axioms: [propext, Classical.choice, Quot.sound]
'GaplessDensitySparsity.card_retainedEntries_le_electrons' depends on axioms: [propext, Classical.choice, Quot.sound]
'GaplessDensitySparsity.row_bound_sharp' depends on axioms: [propext, Classical.choice, Quot.sound]
```
